# Separating the spin in (σ·p)V(σ·p) for real derivative and potential matrices

An electron near a heavy nucleus needs a relativistic description. Where its kinetic and potential energies are small compared with mc², the lower two components of its Dirac spinor are approximately σ·p/(2mc) applied to the upper two. The potential energy V of the lower components therefore enters an equation for the upper ones as

(σ·p) V (σ·p) / (4m²c²).

Here m is the electron mass, c the speed of light and p the momentum, and σ stands for the three Pauli matrices. As an index, as in W_c below, c labels an axis instead. This term contains a scalar correction, which leaves the spin alone, and the spin-orbit coupling produced by V. The question is how to separate the two once the operators have become matrices in a finite set of real orthonormal orbitals.

Let D_a be the matrix of the derivative along axis a, and set p_a = −i D_a, with ħ = 1. If every D_a is real and antisymmetric and V is real and symmetric, then

(σ·p) V (σ·p) = W0 ⊗ 1 + i Σ_c W_c ⊗ σ_c,

where W0 is real symmetric and each W_c is real antisymmetric. Antisymmetry of D_a is integration by parts without boundary terms, and it makes p_a Hermitian. A real scalar potential has a real symmetric matrix V in real orbitals.

## Orbitals, spin and momentum

The orbitals are labelled by an arbitrary finite type `n`.

In Lean 4 with Mathlib:

```lean
import Mathlib

open Matrix
open Complex (I)
open scoped Kronecker

noncomputable section

namespace SpinOrbitSandwich

variable {n : Type*} [Fintype n]
```

The axes x, y, z carry the numbers 0, 1, 2, and index sums such as c + 1 are taken modulo 3. The Pauli matrices have their usual form.

```lean
/-- The three Pauli matrices, numbered 0, 1, 2 for x, y, z. -/
def pauli : Fin 3 → Matrix (Fin 2) (Fin 2) ℂ :=
  ![!![0, 1; 1, 0], !![0, -I; I, 0], !![1, 0; 0, -1]]
```

Derivatives and potential are real matrices, while the momentum is complex. The map `toC` reads a real matrix as a complex one, entry by entry.

```lean
/-- A real orbital matrix regarded as a complex one. -/
def toC (A : Matrix n n ℝ) : Matrix n n ℂ := A.map Complex.ofRealHom

/-- The momentum matrix `p_a = -i D_a` built from the real derivative matrix `D_a`. -/
def momentum (D : Fin 3 → Matrix n n ℝ) (a : Fin 3) : Matrix n n ℂ := (-I) • toC (D a)
```

A spinor index is a pair of an orbital and a spin label, so σ·p is a sum of Kronecker products:

σ·p = Σ_a p_a ⊗ σ_a.

```lean
/-- The matrix of `σ·p` on orbitals times spin. -/
def sigmaP (D : Fin 3 → Matrix n n ℝ) : Matrix (n × Fin 2) (n × Fin 2) ℂ :=
  ∑ a, momentum D a ⊗ₖ pauli a
```

The potential acts on this space as V ⊗ 1.

## The two kinds of orbital matrix

The spin-free matrix is

W0 = −Σ_a D_a V D_a.

```lean
/-- The spin-free matrix `W0 = -∑ D_a V D_a`. -/
def spinFree (D : Fin 3 → Matrix n n ℝ) (V : Matrix n n ℝ) : Matrix n n ℝ :=
  -∑ a, D a * V * D a
```

The other three are W_c = −Σ_ab ε_abc D_a V D_b, with ε_abc the Levi-Civita symbol. For fixed c only two terms survive:

W_c = D_{c+2} V D_{c+1} − D_{c+1} V D_{c+2}.

The code uses this form. To keep them apart from W0, the components c = 0, 1, 2 are called W_x, W_y, W_z below. The name `spinOrbit` denotes the real orbital matrix alone, without the factor i, the Pauli matrix or the prefactor 1/(4m²c²).

```lean
/-- The spin-orbit matrix `W_c = -∑ ε_abc D_a V D_b`, written out with the
indices `c, c+1, c+2` taken cyclically. -/
def spinOrbit (D : Fin 3 → Matrix n n ℝ) (V : Matrix n n ℝ) (c : Fin 3) : Matrix n n ℝ :=
  D (c + 2) * V * D (c + 1) - D (c + 1) * V * D (c + 2)
```

## Multiplying out the sandwich

Two facts about the Pauli matrices are needed. The first is σ_a² = 1, checked entry by entry for each a.

```lean
/-- Each Pauli matrix squares to one. -/
theorem pauli_sq (a : Fin 3) : pauli a * pauli a = 1 := by
  fin_cases a <;> ext i j <;> fin_cases i <;> fin_cases j <;>
    simp [pauli, Matrix.mul_apply, Fin.sum_univ_two]
```

The second concerns different axes:

σ_{c+1} σ_{c+2} = i σ_c,  σ_{c+2} σ_{c+1} = −i σ_c.

The three cases are again checked by entries, and `fin_cases c` then selects the right one.

```lean
/-- The product of two different Pauli matrices is `i` times the third in cyclic order,
and `-i` times the third in the reverse order. -/
theorem pauli_mul_cyclic (c : Fin 3) :
    pauli (c + 1) * pauli (c + 2) = I • pauli c ∧
      pauli (c + 2) * pauli (c + 1) = -(I • pauli c) := by
  have h0 : pauli 1 * pauli 2 = I • pauli 0 ∧ pauli 2 * pauli 1 = -(I • pauli 0) := by
    constructor <;> ext i j <;> fin_cases i <;> fin_cases j <;>
      simp [pauli, Matrix.mul_apply, Fin.sum_univ_two]
  have h1 : pauli 2 * pauli 0 = I • pauli 1 ∧ pauli 0 * pauli 2 = -(I • pauli 1) := by
    constructor <;> ext i j <;> fin_cases i <;> fin_cases j <;>
      simp [pauli, Matrix.mul_apply, Fin.sum_univ_two]
  have h2 : pauli 0 * pauli 1 = I • pauli 2 ∧ pauli 1 * pauli 0 = -(I • pauli 2) := by
    constructor <;> ext i j <;> fin_cases i <;> fin_cases j <;>
      simp [pauli, Matrix.mul_apply, Fin.sum_univ_two]
  fin_cases c
  exacts [h0, h1, h2]
```

On the orbital side the two factors −i multiply to −1:

p_a V p_b = (−i)² D_a V D_b = −D_a V D_b.

```lean
/-- A potential between two momenta is a real matrix: `p_a V p_b = -D_a V D_b`. -/
theorem momentum_sandwich (D : Fin 3 → Matrix n n ℝ) (V : Matrix n n ℝ) (a b : Fin 3) :
    momentum D a * toC V * momentum D b = -toC (D a * V * D b) := by
  have hI : (-I) * (-I) = (-1 : ℂ) := by simp
  simp only [momentum, toC, Matrix.map_mul, Matrix.smul_mul, Matrix.mul_smul, smul_smul, hI,
    neg_one_smul]
```

Since (A ⊗ S)(B ⊗ T) = AB ⊗ ST, the full product is

(σ·p)(V ⊗ 1)(σ·p) = Σ_ab p_a V p_b ⊗ σ_a σ_b = −Σ_ab D_a V D_b ⊗ σ_a σ_b.

The three terms with a = b give W0 ⊗ 1. The six others form pairs. For each c, the pair made of c+1 and c+2 contributes

−i D_{c+1} V D_{c+2} ⊗ σ_c + i D_{c+2} V D_{c+1} ⊗ σ_c = i W_c ⊗ σ_c.

In the proof, the first `simp only` performs the expansion and inserts the Pauli products. Taking entries then turns the Kronecker products into products of numbers, and `ring` collects the terms. No symmetry of D_a or V is used yet.

```lean
/-- For real matrices `D_a` and `V`, the matrix `(σ·p) V (σ·p)` splits into a spin-free
part and a part linear in the Pauli matrices. -/
theorem sandwich_eq (D : Fin 3 → Matrix n n ℝ) (V : Matrix n n ℝ) :
    sigmaP D * (toC V ⊗ₖ (1 : Matrix (Fin 2) (Fin 2) ℂ)) * sigmaP D =
      toC (spinFree D V) ⊗ₖ (1 : Matrix (Fin 2) (Fin 2) ℂ) +
        I • ∑ c, toC (spinOrbit D V c) ⊗ₖ pauli c := by
  obtain ⟨h12, h21⟩ : pauli 1 * pauli 2 = I • pauli 0 ∧
    pauli 2 * pauli 1 = -(I • pauli 0) := pauli_mul_cyclic 0
  obtain ⟨h20, h02⟩ : pauli 2 * pauli 0 = I • pauli 1 ∧
    pauli 0 * pauli 2 = -(I • pauli 1) := pauli_mul_cyclic 1
  obtain ⟨h01, h10⟩ : pauli 0 * pauli 1 = I • pauli 2 ∧
    pauli 1 * pauli 0 = -(I • pauli 2) := pauli_mul_cyclic 2
  have w0 : spinOrbit D V 0 = D 2 * V * D 1 - D 1 * V * D 2 := rfl
  have w1 : spinOrbit D V 1 = D 0 * V * D 2 - D 2 * V * D 0 := rfl
  have w2 : spinOrbit D V 2 = D 1 * V * D 0 - D 0 * V * D 1 := rfl
  have hC : ∀ (A : Matrix n n ℝ) (i j : n), toC A i j = ((A i j : ℝ) : ℂ) :=
    fun _ _ _ => rfl
  -- expand into nine Kronecker products and insert the Pauli products
  simp only [sigmaP, Fin.sum_univ_three, add_mul, mul_add, ← Matrix.mul_kronecker_mul,
    mul_one, momentum_sandwich, pauli_sq, h12, h21, h20, h02, h01, h10, w0, w1, w2]
  -- compare entries
  ext ⟨i, s⟩ ⟨j, t⟩
  simp only [spinFree, Fin.sum_univ_three, Matrix.add_apply, Matrix.sub_apply,
    Matrix.neg_apply, Matrix.smul_apply, Matrix.kroneckerMap_apply, smul_eq_mul, hC,
    Complex.ofReal_neg, Complex.ofReal_add, Complex.ofReal_sub]
  ring
```

## Symmetric and antisymmetric parts

Transposition reverses a product, and the two minus signs from the derivative matrices cancel:

(D_a V D_b)ᵀ = D_bᵀ Vᵀ D_aᵀ = (−D_b) V (−D_a) = D_b V D_a.

For a = b the product is unchanged, so W0ᵀ = W0. In W_c the two terms change places, so W_cᵀ = −W_c. The theorem joins these statements to the expansion; its hypotheses `hD` and `hV` are the antisymmetry of every D_a and the symmetry of V. In the proof the transposes are rewritten with these hypotheses, and `noncomm_ring` compares the results without reordering factors.

```lean
/-- For real antisymmetric `D_a`, real symmetric `V` and `p_a = -i D_a`, the matrix
`(σ·p) V (σ·p)` equals `W0 ⊗ 1 + i ∑ W_c ⊗ σ_c`, with `W0` symmetric and every `W_c`
antisymmetric. -/
theorem spin_separation (D : Fin 3 → Matrix n n ℝ) (V : Matrix n n ℝ)
    (hD : ∀ a, (D a)ᵀ = -D a) (hV : Vᵀ = V) :
    sigmaP D * (toC V ⊗ₖ (1 : Matrix (Fin 2) (Fin 2) ℂ)) * sigmaP D =
        toC (spinFree D V) ⊗ₖ (1 : Matrix (Fin 2) (Fin 2) ℂ) +
          I • ∑ c, toC (spinOrbit D V c) ⊗ₖ pauli c ∧
      (spinFree D V)ᵀ = spinFree D V ∧
      ∀ c, (spinOrbit D V c)ᵀ = -spinOrbit D V c := by
  classical
  refine ⟨sandwich_eq D V, ?_, fun c => ?_⟩
  · simp only [spinFree, Fin.sum_univ_three, Matrix.transpose_neg, Matrix.transpose_add,
      Matrix.transpose_mul, hD, hV]
    noncomm_ring
  · -- transposition exchanges the two outer derivative matrices
    simp only [spinOrbit, Matrix.transpose_sub, Matrix.transpose_mul, hD, hV]
    noncomm_ring
```

In relativistic two-component electronic-structure methods this split separates scalar from spin-orbit effects, here for a one-electron scalar potential in a finite basis. A calculation can store four real matrices of orbital size and assemble the matrix of (σ·p) V (σ·p) from the blocks

up-up: W0 + i W_z
up-down: W_y + i W_x
down-up: −W_y + i W_x
down-down: W0 − i W_z.

A spin-free calculation keeps W0 and omits the other three.

The theorem and such a program differ in how the product is formed. Atomic basis functions are generally not orthonormal, and differentiating one generally leads out of the basis, so the matrix of the operator ∂_a V ∂_b is generally not the matrix product D_a V D_b treated here. Programs often evaluate integrals over differentiated functions χ_μ instead, for example

(W_z)_μν = ⟨∂_x χ_μ|V|∂_y χ_ν⟩ − ⟨∂_y χ_μ|V|∂_x χ_ν⟩,

for which the same Pauli algebra gives the same block pattern.

## W0 as the potential seen by derivatives

For a real orbital vector x, antisymmetry moves the left derivative matrix onto the other factor:

x · W0 x = −Σ_a x · D_a V D_a x = Σ_a (D_a x) · V (D_a x).

So W0 weighs the potential with the derivatives of the orbital instead of the orbital itself. The vector x need not be normalised, and V need not be symmetric. The step `key` moves one derivative matrix, and the rest is summation over the axes.

```lean
/-- For antisymmetric `D_a`, the quadratic form of `W0` at a real vector `x` is the sum of
the quadratic forms of `V` at the three vectors `D_a x`. -/
theorem spinFree_quadratic (D : Fin 3 → Matrix n n ℝ) (V : Matrix n n ℝ)
    (hD : ∀ a, (D a)ᵀ = -D a) (x : n → ℝ) :
    x ⬝ᵥ (spinFree D V *ᵥ x) = ∑ a, (D a *ᵥ x) ⬝ᵥ (V *ᵥ (D a *ᵥ x)) := by
  -- move the left derivative matrix onto the other vector
  have key : ∀ a, x ⬝ᵥ ((D a * V * D a) *ᵥ x) = -((D a *ᵥ x) ⬝ᵥ (V *ᵥ (D a *ᵥ x))) := by
    intro a
    rw [← Matrix.mulVec_mulVec, ← Matrix.mulVec_mulVec, Matrix.dotProduct_mulVec x (D a),
      ← Matrix.mulVec_transpose, hD, Matrix.neg_mulVec, neg_dotProduct]
  simp only [spinFree, Fin.sum_univ_three, Matrix.neg_mulVec, Matrix.add_mulVec,
    dotProduct_neg, dotProduct_add, key]
  ring
```

## The gradient of the potential

The textbook spin-orbit term contains ∇V × p. For operators, the commutator of ∂_a with V is multiplication by the derivative of V along axis a, so [D_a, V] = D_a V − V D_a takes the place of the gradient. Expanding gives

[D_{c+1}, V] D_{c+2} − [D_{c+2}, V] D_{c+1}
= D_{c+1} V D_{c+2} − D_{c+2} V D_{c+1} − V (D_{c+1} D_{c+2} − D_{c+2} D_{c+1}).

If the derivative matrices commute, the last bracket vanishes and the rest is −W_c. Hence W_c is the matrix form of −(∇V × ∇)_c, and i W_c that of (∇V × p)_c.

The hypothesis `hcomm` expresses the equality of mixed partial derivatives. Central-difference matrices on a periodic product grid satisfy it; derivative matrices in a truncated atomic basis generally do not. In the proof, `h` states the cancellation with V in front, and `linear_combination` combines it with the expanded identity.

```lean
/-- If the derivative matrices commute with each other, `W_c` contains `V` only through its
commutators with them, the matrix form of `-(∇V × ∇)_c`. -/
theorem spinOrbit_gradient (D : Fin 3 → Matrix n n ℝ) (V : Matrix n n ℝ)
    (hcomm : ∀ a b, D a * D b = D b * D a) (c : Fin 3) :
    spinOrbit D V c = -((D (c + 1) * V - V * D (c + 1)) * D (c + 2) -
      (D (c + 2) * V - V * D (c + 2)) * D (c + 1)) := by
  have h : V * (D (c + 1) * D (c + 2)) = V * (D (c + 2) * D (c + 1)) := by
    rw [hcomm (c + 1) (c + 2)]
  classical
  unfold spinOrbit
  linear_combination (norm := noncomm_ring) -h
```

## Four orbitals with a non-zero W_z

Commuting antisymmetric derivative matrices still leave room for spin-orbit coupling. Take four orbitals in two pairs, and let J be the 2 × 2 matrix with rows (0, 1) and (−1, 0). The matrix D_0 acts as J on the first pair, D_1 acts as J on the second, and D_2 is zero. This is an algebraic example, not a discretisation of a particular molecule.

```lean
/-- Three derivative matrices on four orbitals; the third is zero. -/
def exampleD : Fin 3 → Matrix (Fin 4) (Fin 4) ℝ :=
  ![!![0, 1, 0, 0; -1, 0, 0, 0; 0, 0, 0, 0; 0, 0, 0, 0],
    !![0, 0, 0, 0; 0, 0, 0, 0; 0, 0, 0, 1; 0, 0, -1, 0], 0]
```

The potential exchanges the two pairs.

```lean
/-- A potential matrix that couples the first orbital pair to the second. -/
def exampleV : Matrix (Fin 4) (Fin 4) ℝ :=
  !![0, 0, 1, 0; 0, 0, 0, 1; 1, 0, 0, 0; 0, 1, 0, 0]
```

D_0 and D_1 act on different pairs, so both of their products vanish and they commute. With V between them the products survive. Because J² = −1, D_1 V D_0 has −1 in its lower left 2 × 2 block, and D_0 V D_1 has −1 in its upper right block. Their difference

W_z = D_1 V D_0 − D_0 V D_1

therefore has +1 in the upper right block and −1 in the lower left. The theorem confirms this matrix and the required symmetries by going through the entries.

```lean
/-- The four-orbital matrices `exampleD` are antisymmetric and commute, `exampleV` is
symmetric, and their spin-orbit matrix `W_z` is the non-zero matrix shown. -/
theorem spin_separation_witness :
    (∀ a, (exampleD a)ᵀ = -exampleD a) ∧ exampleVᵀ = exampleV ∧
      (∀ a b, exampleD a * exampleD b = exampleD b * exampleD a) ∧
      spinOrbit exampleD exampleV 2 =
        !![0, 0, 1, 0; 0, 0, 0, 1; -1, 0, 0, 0; 0, -1, 0, 0] := by
  refine ⟨fun a => ?_, ?_, fun a b => ?_, ?_⟩
  · fin_cases a <;> ext i j <;> fin_cases i <;> fin_cases j <;> simp [exampleD]
  · ext i j
    fin_cases i <;> fin_cases j <;> simp [exampleV]
  · fin_cases a <;> fin_cases b <;> ext i j <;> fin_cases i <;> fin_cases j <;>
      simp [exampleD, Matrix.mul_apply, Fin.sum_univ_succ]
  · change exampleD 1 * exampleV * exampleD 0 - exampleD 0 * exampleV * exampleD 1 = _
    ext i j
    fin_cases i <;> fin_cases j <;>
      simp [exampleD, exampleV]

end SpinOrbitSandwich
```

```lean
#print axioms SpinOrbitSandwich.spin_separation
#print axioms SpinOrbitSandwich.spinFree_quadratic
#print axioms SpinOrbitSandwich.spinOrbit_gradient
```

```
'SpinOrbitSandwich.spin_separation' depends on axioms: [propext, Classical.choice, Quot.sound]
'SpinOrbitSandwich.spinFree_quadratic' depends on axioms: [propext, Classical.choice, Quot.sound]
'SpinOrbitSandwich.spinOrbit_gradient' depends on axioms: [propext, Classical.choice, Quot.sound]
```
